# Two commuting Pauli triples satisfy \((\sigma\cdot\tau)^2 = 3 - 2\,\sigma\cdot\tau\) and yield the singlet and triplet projectors

Two spins one-half are modelled here as two triples \(\sigma\) and \(\tau\) in an arbitrary complex algebra, fixed only by the multiplication rules of the Pauli matrices and by the condition that every component of \(\sigma\) commutes with every component of \(\tau\). These rules determine the square of \(\sigma\cdot\tau\), and from it follow the projector relations for the singlet and the triplet. The same rules also show that the square of the total spin, in units of \(\hbar^2\), is twice the triplet projector, and that \((1+\sigma\cdot\tau)/2\) exchanges the two spins.

```lean
import Mathlib

open Complex
open scoped Kronecker

namespace SingletTriplet

noncomputable section

variable {A : Type*} [Ring A] [Algebra ℂ A]

/-- Three elements of a complex algebra with the products of the Pauli matrices:
each squares to one, and cyclic products give `i` times the third. -/
structure IsPauliTriple (σ : Fin 3 → A) : Prop where
  sq : ∀ i, σ i * σ i = 1
  xy : σ 0 * σ 1 = I • σ 2
  yz : σ 1 * σ 2 = I • σ 0
  zx : σ 2 * σ 0 = I • σ 1

/-- The scalar product `σ·τ` of two spins. -/
def dot (σ τ : Fin 3 → A) : A := ∑ i, σ i * τ i

/-- The singlet projector `(1 - σ·τ)/4`. -/
def singlet (σ τ : Fin 3 → A) : A := (1 / 4 : ℂ) • (1 - dot σ τ)

/-- The triplet projector `(3 + σ·τ)/4`. -/
def triplet (σ τ : Fin 3 → A) : A := (1 / 4 : ℂ) • (3 + dot σ τ)

/-- The square of the total spin `(σ + τ)/2`, in units of `ħ²`. -/
def totalSpinSq (σ τ : Fin 3 → A) : A :=
  ∑ i, ((1 / 2 : ℂ) • (σ i + τ i)) * ((1 / 2 : ℂ) • (σ i + τ i))

/-- The spin exchange operator `(1 + σ·τ)/2`. -/
def exchange (σ τ : Fin 3 → A) : A := (1 / 2 : ℂ) • (1 + dot σ τ)

/-- If `a`, `b`, `c` square to one and `ab = ic`, then the reversed product is `ba = -ic`. -/
theorem reversed_product {a b c : A} (ha : a * a = 1) (hb : b * b = 1) (hc : c * c = 1)
    (hab : a * b = I • c) : b * a = -(I • c) := by
  have h1 : (a * b) * (b * a) = 1 := by
    rw [mul_assoc, ← mul_assoc b b a, hb, one_mul, ha]
  rw [hab, smul_mul_assoc] at h1
  calc b * a = c * c * (b * a) := by rw [hc, one_mul]
    _ = -(I • (c * (I • (c * (b * a))))) := by
      simp only [mul_smul_comm, smul_smul, I_mul_I, neg_smul, one_smul, neg_neg, mul_assoc]
    _ = -(I • c) := by rw [h1, mul_one]

/-- The number three in the algebra is three times the identity. -/
theorem three_eq_smul (A : Type*) [Ring A] [Algebra ℂ A] : (3 : A) = (3 : ℂ) • (1 : A) := by
  rw [← Algebra.algebraMap_eq_smul_one, map_ofNat]

/-- For two commuting spins, `(σ·τ)² = 3 - 2 σ·τ`. -/
theorem dot_sq {σ τ : Fin 3 → A} (hσ : IsPauliTriple σ) (hτ : IsPauliTriple τ)
    (h : ∀ i j, Commute (σ i) (τ j)) :
    dot σ τ ^ 2 = 3 - 2 * dot σ τ := by
  -- each term splits into a product of σ's times a product of τ's
  have key : ∀ i j, σ i * τ i * (σ j * τ j) = (σ i * σ j) * (τ i * τ j) :=
    fun i j => (h j i).symm.mul_mul_mul_comm _ _
  have s1 := reversed_product (hσ.sq 0) (hσ.sq 1) (hσ.sq 2) hσ.xy
  have s2 := reversed_product (hσ.sq 1) (hσ.sq 2) (hσ.sq 0) hσ.yz
  have s3 := reversed_product (hσ.sq 2) (hσ.sq 0) (hσ.sq 1) hσ.zx
  have t1 := reversed_product (hτ.sq 0) (hτ.sq 1) (hτ.sq 2) hτ.xy
  have t2 := reversed_product (hτ.sq 1) (hτ.sq 2) (hτ.sq 0) hτ.yz
  have t3 := reversed_product (hτ.sq 2) (hτ.sq 0) (hτ.sq 1) hτ.zx
  rw [pow_two, two_mul, three_eq_smul A]
  simp only [dot, Fin.sum_univ_three, mul_add, add_mul, key, hσ.sq, hτ.sq, hσ.xy, hσ.yz,
    hσ.zx, hτ.xy, hτ.yz, hτ.zx, s1, s2, s3, t1, t2, t3, neg_mul, mul_neg, neg_neg,
    smul_mul_assoc, mul_smul_comm, smul_neg, smul_smul, I_mul_I, neg_smul, one_smul, mul_one]
  module

/-- The singlet and triplet projectors are idempotent, mutually orthogonal, and sum to one. -/
theorem singlet_triplet_projectors {σ τ : Fin 3 → A} (hσ : IsPauliTriple σ)
    (hτ : IsPauliTriple τ) (h : ∀ i j, Commute (σ i) (τ j)) :
    singlet σ τ * singlet σ τ = singlet σ τ ∧ triplet σ τ * triplet σ τ = triplet σ τ ∧
    singlet σ τ * triplet σ τ = 0 ∧ triplet σ τ * singlet σ τ = 0 ∧
    singlet σ τ + triplet σ τ = 1 := by
  -- the quadratic identity, written with complex coefficients
  have hD : dot σ τ * dot σ τ = (3 : ℂ) • (1 : A) - (2 : ℂ) • dot σ τ := by
    rw [← pow_two, dot_sq hσ hτ h, three_eq_smul A, two_mul, two_smul]
  refine ⟨?_, ?_, ?_, ?_, ?_⟩ <;>
  · simp only [singlet, triplet, three_eq_smul A, smul_mul_assoc, mul_smul_comm, sub_mul,
      mul_sub, add_mul, mul_add, one_mul, mul_one, hD]
    module

/-- The total spin squared is twice the triplet projector; it gives `0` on the singlet
and `2` on the triplet. -/
theorem totalSpinSq_eq {σ τ : Fin 3 → A} (hσ : IsPauliTriple σ) (hτ : IsPauliTriple τ)
    (h : ∀ i j, Commute (σ i) (τ j)) :
    totalSpinSq σ τ = (2 : ℂ) • triplet σ τ ∧ totalSpinSq σ τ * singlet σ τ = 0 ∧
    totalSpinSq σ τ * triplet σ τ = (2 : ℂ) • triplet σ τ := by
  have c : ∀ i, τ i * σ i = σ i * τ i := fun i => (h i i).eq.symm
  have key : totalSpinSq σ τ = (2 : ℂ) • triplet σ τ := by
    simp only [totalSpinSq, triplet, dot, Fin.sum_univ_three, three_eq_smul A,
      smul_mul_assoc, mul_smul_comm, add_mul, mul_add, hσ.sq, hτ.sq, c]
    module
  obtain ⟨-, hT, -, hTS, -⟩ := singlet_triplet_projectors hσ hτ h
  refine ⟨key, ?_, ?_⟩
  · rw [key, smul_mul_assoc, hTS, smul_zero]
  · rw [key, smul_mul_assoc, hT]

/-- The exchange operator is the triplet projector minus the singlet projector,
and its square is one. -/
theorem exchange_eq_and_sq {σ τ : Fin 3 → A} (hσ : IsPauliTriple σ) (hτ : IsPauliTriple τ)
    (h : ∀ i j, Commute (σ i) (τ j)) :
    exchange σ τ = triplet σ τ - singlet σ τ ∧ exchange σ τ * exchange σ τ = 1 := by
  have key : exchange σ τ = triplet σ τ - singlet σ τ := by
    simp only [exchange, triplet, singlet, three_eq_smul A]
    module
  obtain ⟨hS, hT, hST, hTS, h1⟩ := singlet_triplet_projectors hσ hτ h
  refine ⟨key, ?_⟩
  rw [key, sub_mul, mul_sub, mul_sub, hS, hT, hST, hTS, ← h1]
  abel

/-- Moving the exchange operator past a component of the first spin turns it into
the same component of the second. -/
theorem exchange_mul {σ τ : Fin 3 → A} (hσ : IsPauliTriple σ) (hτ : IsPauliTriple τ)
    (h : ∀ i j, Commute (σ i) (τ j)) (i : Fin 3) :
    exchange σ τ * σ i = τ i * exchange σ τ := by
  -- collect the σ's on the left and the τ's on the right
  have a : ∀ i j, σ j * τ j * σ i = (σ j * σ i) * τ j := fun i j => by
    rw [mul_assoc, ← (h i j).eq, ← mul_assoc]
  have b : ∀ i j, τ i * (σ j * τ j) = σ j * (τ i * τ j) := fun i j => by
    rw [← mul_assoc, ← (h j i).eq, mul_assoc]
  have s1 := reversed_product (hσ.sq 0) (hσ.sq 1) (hσ.sq 2) hσ.xy
  have s2 := reversed_product (hσ.sq 1) (hσ.sq 2) (hσ.sq 0) hσ.yz
  have s3 := reversed_product (hσ.sq 2) (hσ.sq 0) (hσ.sq 1) hσ.zx
  have t1 := reversed_product (hτ.sq 0) (hτ.sq 1) (hτ.sq 2) hτ.xy
  have t2 := reversed_product (hτ.sq 1) (hτ.sq 2) (hτ.sq 0) hτ.yz
  have t3 := reversed_product (hτ.sq 2) (hτ.sq 0) (hτ.sq 1) hτ.zx
  have cases3 : ∀ k : Fin 3, k = 0 ∨ k = 1 ∨ k = 2 := by decide
  rcases cases3 i with rfl | rfl | rfl <;>
  · simp only [exchange, dot, Fin.sum_univ_three, smul_mul_assoc, mul_smul_comm, add_mul,
      mul_add, one_mul, mul_one, a, b, hσ.sq, hτ.sq, hσ.xy, hσ.yz, hσ.zx, hτ.xy, hτ.yz,
      hτ.zx, s1, s2, s3, t1, t2, t3, neg_mul, mul_neg]
    module

/-- The three Pauli matrices. -/
def pauli : Fin 3 → Matrix (Fin 2) (Fin 2) ℂ :=
  ![!![0, 1; 1, 0], !![0, -I; I, 0], !![1, 0; 0, -1]]

/-- The Pauli matrices acting on the first of two spins. -/
def spinOne (i : Fin 3) : Matrix (Fin 2 × Fin 2) (Fin 2 × Fin 2) ℂ := pauli i ⊗ₖ 1

/-- The Pauli matrices acting on the second of two spins. -/
def spinTwo (i : Fin 3) : Matrix (Fin 2 × Fin 2) (Fin 2 × Fin 2) ℂ := 1 ⊗ₖ pauli i

/-- The Pauli matrices form a Pauli triple. -/
theorem pauli_isPauliTriple : IsPauliTriple pauli := by
  constructor
  · intro i
    fin_cases i <;> ext a b <;> fin_cases a <;> fin_cases b <;>
      simp [pauli, Matrix.mul_apply, Fin.sum_univ_two]
  all_goals
    ext a b
    fin_cases a <;> fin_cases b <;> simp [pauli, Matrix.mul_apply, Fin.sum_univ_two]

/-- The Pauli matrices of two spins one-half are commuting Pauli triples, and their singlet
and triplet projectors have traces `1` and `3`. -/
theorem two_spins_witness :
    IsPauliTriple spinOne ∧ IsPauliTriple spinTwo ∧
    (∀ i j, Commute (spinOne i) (spinTwo j)) ∧
    (singlet spinOne spinTwo).trace = 1 ∧ (triplet spinOne spinTwo).trace = 3 := by
  have hp := pauli_isPauliTriple
  have hD : (dot spinOne spinTwo).trace = 0 := by
    simp only [dot, spinOne, spinTwo, Fin.sum_univ_three, ← Matrix.mul_kronecker_mul,
      one_mul, mul_one, Matrix.trace_add, Matrix.trace_kronecker]
    simp [pauli, Matrix.trace_fin_two]
  refine ⟨⟨?_, ?_, ?_, ?_⟩, ⟨?_, ?_, ?_, ?_⟩, ?_, ?_, ?_⟩
  case refine_9 =>
    intro i j
    change spinOne i * spinTwo j = spinTwo j * spinOne i
    simp only [spinOne, spinTwo, ← Matrix.mul_kronecker_mul, one_mul, mul_one]
  case refine_10 =>
    rw [singlet, Matrix.trace_smul, Matrix.trace_sub, hD, Matrix.trace_one]
    norm_num [Fintype.card_prod]
  case refine_11 =>
    rw [triplet, three_eq_smul (Matrix (Fin 2 × Fin 2) (Fin 2 × Fin 2) ℂ),
      Matrix.trace_smul, Matrix.trace_add, Matrix.trace_smul, hD, Matrix.trace_one]
    norm_num [Fintype.card_prod]
  all_goals
    simp only [spinOne, spinTwo, ← Matrix.mul_kronecker_mul, hp.sq, hp.xy, hp.yz, hp.zx,
      one_mul, Matrix.one_kronecker_one, Matrix.smul_kronecker, Matrix.kronecker_smul,
      implies_true]

end

end SingletTriplet
```

```lean
#print axioms SingletTriplet.singlet_triplet_projectors
#print axioms SingletTriplet.totalSpinSq_eq
#print axioms SingletTriplet.exchange_eq_and_sq
#print axioms SingletTriplet.exchange_mul
```

```
'SingletTriplet.singlet_triplet_projectors' depends on axioms: [propext, Classical.choice, Quot.sound]
'SingletTriplet.totalSpinSq_eq' depends on axioms: [propext, Classical.choice, Quot.sound]
'SingletTriplet.exchange_eq_and_sq' depends on axioms: [propext, Classical.choice, Quot.sound]
'SingletTriplet.exchange_mul' depends on axioms: [propext, Classical.choice, Quot.sound]
```

## Two spins given by their products

The algebra `A` is any ring with unit that is also an algebra over the complex numbers. Its elements play the part of operators. It may be the \(4\times4\) matrices of two bare spins, or the linear operators on a larger space that also carries orbital motion. Nothing requires it to be finite-dimensional.

A spin is a map `Fin 3 → A`, so its components are \(\sigma_0,\sigma_1,\sigma_2\), standing for \(x,y,z\). The hypothesis `IsPauliTriple σ` consists of

\[
\sigma_i^2=1,\qquad \sigma_0\sigma_1=i\sigma_2,\qquad \sigma_1\sigma_2=i\sigma_0,\qquad \sigma_2\sigma_0=i\sigma_1 ,
\]

where the \(i\) in front of a component is the imaginary unit, written `I` in Lean. The spin operators are \(\hbar\sigma_i/2\). The squares say that a component of a spin one-half can only take the values \(\pm\hbar/2\), and the cyclic products, taken together with the squares, give the angular momentum commutation relations, including their sign. The hypothesis `∀ i j, Commute (σ i) (τ j)` says that the two spins are separate degrees of freedom.

With \(D=\sigma\cdot\tau=\sum_i\sigma_i\tau_i\), which is `dot σ τ`, the other definitions are

\[
P_S=\tfrac14(1-D),\qquad P_T=\tfrac14(3+D),\qquad
\mathbf S^2=\sum_i\Bigl(\frac{\sigma_i+\tau_i}{2}\Bigr)^2,\qquad X=\tfrac12(1+D).
\]

They are `singlet`, `triplet`, `totalSpinSq` (in units of \(\hbar^2\)) and `exchange`.

All the theorems in this paragraph assume that \(\sigma\) and \(\tau\) are Pauli triples whose components commute with each other. The theorem `dot_sq` states \(D^2=3-2D\). The theorem `singlet_triplet_projectors` states that \(P_S\) and \(P_T\) are idempotent, that their product vanishes in either order, and that they sum to 1. Then `totalSpinSq_eq` gives \(\mathbf S^2=2P_T\), hence \(\mathbf S^2P_S=0\) and \(\mathbf S^2P_T=2P_T\). These are the values \(S(S+1)\) for \(S=0\) and \(S=1\). Finally, `exchange_eq_and_sq` and `exchange_mul` state \(X=P_T-P_S\), \(X^2=1\) and \(X\sigma_i=\tau_iX\).

The algebra has no adjoint, so "orthogonal" means only that the products vanish, and the projectors are not claimed to be Hermitian. There are no state vectors either: the singlet appears as an idempotent and not as the normalised combination \((|{\uparrow\downarrow}\rangle-|{\downarrow\uparrow}\rangle)/\sqrt2\).

For two localised spins one-half with isotropic coupling \(J\,\mathbf s_1\cdot\mathbf s_2\), where \(\mathbf s_1=\sigma/2\) and \(\mathbf s_2=\tau/2\) are in units of \(\hbar\), the Hamiltonian is \(JD/4=\tfrac J4P_T-\tfrac{3J}4P_S\). The triplet level of this two-spin model therefore lies \(J\) above the singlet level, which for negative \(J\) means \(|J|\) below it.

## The square of \(\sigma\cdot\tau\)

The products in the reversed order come first. Let \(a,b,c\) square to 1 and let \(ab=ic\). Then

\[
(ab)(ba)=a\,b^2a=a^2=1,
\qquad\text{so}\qquad ic\,(ba)=1 .
\]

Multiplying by \(c\) from the left gives \(i\,ba=c\), that is, \(ba=-ic\). Anticommutation of different components is therefore a consequence of the hypotheses. This is `reversed_product`, whose `calc` block inserts \(c^2=1\) in front of \(ba\) and then uses \(ic\,(ba)=1\).

Since \(\tau_i\) commutes with \(\sigma_j\), each term of the square separates into a product for each spin:

\[
D^2=\sum_{i,j}\sigma_i\tau_i\sigma_j\tau_j=\sum_{i,j}(\sigma_i\sigma_j)(\tau_i\tau_j).
\]

The three terms with \(i=j\) are each equal to 1. The six mixed terms come in pairs, the first of which is

\[
(\sigma_0\sigma_1)(\tau_0\tau_1)=(i\sigma_2)(i\tau_2)=-\sigma_2\tau_2,
\qquad
(\sigma_1\sigma_0)(\tau_1\tau_0)=(-i\sigma_2)(-i\tau_2)=-\sigma_2\tau_2 .
\]

Likewise the pair with indices 1 and 2 gives \(-2\sigma_0\tau_0\), and the pair with indices 2 and 0 gives \(-2\sigma_1\tau_1\). Altogether

\[
D^2=3-2D .
\]

In the proof of `dot_sq`, the statement `key` is the separation of the factors, and `s1` to `t3` are the six reversed products. The call to `simp only` expands the nine terms and replaces every product by its value. What remains is an identity between linear combinations with complex coefficients, which `module` closes. The lemma `three_eq_smul` writes the number 3 in the algebra as a complex multiple of the identity, so that it can take part in this comparison.

A slip that suggests itself here is to let the mixed terms cancel, as they do in the square of \(n\cdot\sigma\) for a single spin and a numerical vector \(n\). There, reversing the order changes one sign. Here it changes two, one for each spin, and the terms add. Cancelling them would give \(D^2=3\), which the state \(|{\uparrow\uparrow}\rangle\) refutes: \(D\) acts on it as 1, in agreement with \(1=3-2\).

## Projectors and total spin

The projector relations need only the quadratic identity:

\[
P_S^2=\frac{1-2D+D^2}{16}=\frac{4-4D}{16}=P_S,
\qquad
P_T^2=\frac{9+6D+D^2}{16}=\frac{12+4D}{16}=P_T,
\]

\[
P_SP_T=\frac{(1-D)(3+D)}{16}=\frac{3-2D-D^2}{16}=0 .
\]

The product \(P_TP_S\) vanishes too, because both factors are polynomials in \(D\), and \(P_S+P_T=\tfrac14(1-D+3+D)=1\). The Lean proof treats all five claims alike: it expands the definitions, substitutes `hD`, which is the quadratic identity with complex coefficients, and compares coefficients by `module`.

For the total spin, \(\sigma_i\) and \(\tau_i\) commute and square to 1, so

\[
\mathbf S^2=\frac14\sum_i(\sigma_i^2+\tau_i^2+2\sigma_i\tau_i)=\frac{6+2D}{4}=\frac{3+D}{2}=2P_T .
\]

Multiplying by \(P_S\) or \(P_T\) from the right gives 0 or \(2P_T\) by the projector relations, and `totalSpinSq_eq` proceeds in the same way.

## Exchange of the two spins

The difference of the projectors is \(P_T-P_S=\tfrac14(2+2D)=X\). Its square is

\[
X^2=P_T^2-P_TP_S-P_SP_T+P_S^2=P_T+P_S=1 .
\]

Thus \(X\) acts as \(+1\) on the triplet part and as \(-1\) on the singlet part.

For the exchange relation, take component 0. Moving the \(\sigma\)'s to the left gives

\[
2X\sigma_0=\sigma_0+\sigma_0^2\tau_0+\sigma_1\sigma_0\tau_1+\sigma_2\sigma_0\tau_2
=\sigma_0+\tau_0-i\sigma_2\tau_1+i\sigma_1\tau_2,
\]

\[
2\tau_0X=\tau_0+\sigma_0\tau_0^2+\sigma_1\tau_0\tau_1+\sigma_2\tau_0\tau_2
=\tau_0+\sigma_0+i\sigma_1\tau_2-i\sigma_2\tau_1 .
\]

The two right-hand sides agree, and the other components follow by cyclic permutation of the indices. In `exchange_mul` the auxiliary statements `a` and `b` do the reordering, and the three components are treated as separate cases. Together with \(X^2=1\), the relation reads \(X\sigma_iX=\tau_i\): conjugation by \(X\) turns the first spin into the second.

## Pauli matrices on two factors

The hypotheses are met by the standard example. `spinOne i` is the Kronecker product \(\sigma_i\otimes1\) and `spinTwo i` is \(1\otimes\sigma_i\), where \(\sigma_i\) now denotes the ordinary Pauli matrix `pauli i`. The matrix products are checked entry by entry in `pauli_isPauliTriple`. The theorem `two_spins_witness` carries them over to the two factors by the rule \((K\otimes L)(M\otimes N)=KM\otimes LN\) for \(2\times2\) matrices \(K,L,M,N\), which also shows that the two triples commute.

The trace of a Kronecker product is the product of the traces, and Pauli matrices are traceless, so \(\operatorname{tr}D=0\). Since the identity has trace 4,

\[
\operatorname{tr}P_S=\frac{4-0}{4}=1,\qquad \operatorname{tr}P_T=\frac{12+0}{4}=3 .
\]

The trace of an idempotent complex matrix is its rank, so these numbers are the dimensions of the singlet and triplet spaces.

## One spin used twice

The commutation hypothesis carries real content. Let both triples be the same Pauli matrices on \(\mathbb C^2\), so that \(\tau_i=\sigma_i\). Each is a Pauli triple, but \(\sigma_0\) does not commute with \(\tau_1=\sigma_1\). Now \(D=\sum_i\sigma_i^2=3\), so \(D^2=9\), whereas \(3-2D=-3\). The would-be singlet projector is \((1-3)/4=-\tfrac12\) times the identity. Its square is \(\tfrac14\) times the identity, so it is not idempotent.
